# A factorial error bound for truncated commutator expansions in finite-basis unitary coupled cluster

Let $H$ be a Hamiltonian in a finite basis and $S$ an anti-Hermitian operator, $S^\dagger=-S$. Define $C_0=H$ and $C_{k+1}=[C_k,S]=C_kS-SC_k$. Then, in the operator norm,

$$\Big\|e^{-S}He^{S}-\sum_{k=0}^{n}\frac{C_k}{k!}\Big\|\le\|H\|\,\frac{(2\|S\|)^{n+1}}{(n+1)!}.$$

In unitary coupled cluster, $S=T-T^\dagger$, where $T$ is the cluster operator; many texts write $\sigma$ for this $S$. For a two-body Hamiltonian the traditional expansion, with $T$ alone in the exponent, ends at the fourth commutator. With $T-T^\dagger$ it generally does not end, and one way to truncate it is to stop after $C_n/n!$ for a chosen order $n$. In a finite orbital basis, the bound gives an order sufficient for a chosen tolerance from $\|H\|$ and $\|S\|$ before any commutator is computed, and it also limits the error of the energy expectation value in any normalised reference state.

The Lean setting is a unital complex C\*-algebra `A`, which includes the finite complex matrices with the operator norm. Unbounded Hamiltonians are excluded. The $C_k$ are taken to be exact here. Some implementations discard their higher-body parts, and the bound does not cover the error this causes.

```lean
import Mathlib

open Finset

namespace UnitaryCCCommutatorOrder

noncomputable section

variable {A : Type*} [CStarAlgebra A]
```

## The expansion and its terms

The recursion for $C_k$ is written as a function of $H$, $S$ and $k$.

```lean
/-- The nested commutators `C_0 = H`, `C_(k+1) = [C_k, S]`. -/
def nestedComm (H S : A) : ℕ → A
  | 0 => H
  | k + 1 => nestedComm H S k * S - S * nestedComm H S k
```

The transformed Hamiltonian is $e^{-S}He^{S}$.

```lean
/-- The similarity-transformed Hamiltonian `exp(-S) H exp(S)`. -/
def rotated (H S : A) : A := NormedSpace.exp (-S) * H * NormedSpace.exp S
```

Its truncation keeps $k=0,\dots,n$, which is $n+1$ terms.

```lean
/-- The commutator expansion of the transformed Hamiltonian, kept up to `C_n / n!`. -/
def truncation (H S : A) (n : ℕ) : A :=
  ∑ k ∈ range (n + 1), ((1 : ℝ) / (k.factorial : ℝ)) • nestedComm H S k
```

Write $C_k(H)$ to show the starting operator. Commuting $k+1$ times from $H$ is the same as commuting $k$ times from $[H,S]$, so $C_{k+1}(H)=C_k([H,S])$. This follows by induction on $k$.

```lean
/-- Nesting `k + 1` times from `H` is nesting `k` times from `[H, S]`. -/
theorem nestedComm_succ' (H S : A) (k : ℕ) :
    nestedComm H S (k + 1) = nestedComm (H * S - S * H) S k := by
  induction k with
  | zero => rfl
  | succ k ih =>
    rw [nestedComm, ih]
    rfl
```

Each commutator multiplies the norm by at most $2\|S\|$:

$$\|C_kS-SC_k\|\le\|C_kS\|+\|SC_k\|\le 2\|S\|\,\|C_k\|.$$

Hence $\|C_k\|\le\|H\|(2\|S\|)^k$. The `calc` chain has the same steps.

```lean
/-- The `k`-fold nested commutator `C_k` has norm at most `‖H‖ (2‖S‖)^k`. -/
theorem norm_nestedComm_le (H S : A) (k : ℕ) :
    ‖nestedComm H S k‖ ≤ ‖H‖ * (2 * ‖S‖) ^ k := by
  induction k with
  | zero => simp [nestedComm]
  | succ k ih =>
    calc ‖nestedComm H S (k + 1)‖
        ≤ ‖nestedComm H S k * S‖ + ‖S * nestedComm H S k‖ := norm_sub_le _ _
      _ ≤ ‖nestedComm H S k‖ * ‖S‖ + ‖S‖ * ‖nestedComm H S k‖ :=
          add_le_add (norm_mul_le _ _) (norm_mul_le _ _)
      _ = ‖nestedComm H S k‖ * (2 * ‖S‖) := by ring
      _ ≤ ‖H‖ * (2 * ‖S‖) ^ k * (2 * ‖S‖) := by gcongr
      _ = ‖H‖ * (2 * ‖S‖) ^ (k + 1) := by ring
```

## Rotation preserves the norm

Since $S^\dagger=-S$, both $e^{S}$ and $e^{-S}$ are unitary, and multiplication by a unitary on either side leaves the norm unchanged. Therefore $\|e^{-S}He^{S}\|=\|H\|$. In Lean, anti-Hermiticity is the hypothesis `star S = -S`; $H$ itself need not be Hermitian.

```lean
/-- An anti-Hermitian generator rotates the Hamiltonian without changing its norm. -/
theorem norm_rotated (H : A) {S : A} (hS : star S = -S) : ‖rotated H S‖ = ‖H‖ := by
  let _ : NormedAlgebra ℚ A := NormedAlgebra.restrictScalars ℚ ℝ A
  have h1 : NormedSpace.exp S ∈ unitary A :=
    NormedSpace.exp_mem_unitary_of_mem_skewAdjoint (skewAdjoint.mem_iff.mpr hS)
  have h2 : NormedSpace.exp (-S) ∈ unitary A :=
    NormedSpace.exp_mem_unitary_of_mem_skewAdjoint
      (skewAdjoint.mem_iff.mpr (by rw [star_neg, hS]))
  rw [rotated, CStarRing.norm_mul_mem_unitary _ h1, CStarRing.norm_mem_unitary_mul _ h2]
```

## The flow in $t$

Scale the generator by a real parameter $t$ and differentiate with the product rule:

$$\frac{d}{dt}\,e^{-tS}He^{tS}=-e^{-tS}SHe^{tS}+e^{-tS}HSe^{tS}=e^{-tS}[H,S]e^{tS}.$$

The two exponential derivatives are `h1` and `h2`, and the remaining lines collect the commutator.

```lean
/-- The flow equation: the derivative of `exp(-tS) H exp(tS)` is the rotated `[H, S]`. -/
theorem hasDerivAt_rotated (H S : A) (t : ℝ) :
    HasDerivAt (fun u : ℝ => rotated H (u • S)) (rotated (H * S - S * H) (t • S)) t := by
  have h1 : HasDerivAt (fun u : ℝ => NormedSpace.exp (-(u • S)))
      (NormedSpace.exp (-(t • S)) * -S) t := by
    simpa only [smul_neg] using hasDerivAt_exp_smul_const (-S) t
  have h2 : HasDerivAt (fun u : ℝ => NormedSpace.exp (u • S))
      (S * NormedSpace.exp (t • S)) t := hasDerivAt_exp_smul_const' S t
  refine ((h1.mul_const H).fun_mul h2).congr_deriv ?_
  simp only [rotated, mul_sub, sub_mul, mul_neg, neg_mul, mul_assoc]
  abel
```

## The remainder is bounded by the first omitted term

Let $R_n(H,t)$ be the remainder after $n$ terms,

$$R_n(H,t)=e^{-tS}He^{tS}-\sum_{k=0}^{n-1}\frac{t^k}{k!}C_k(H).$$

The claim is $\|R_n(H,t)\|\le\|C_n(H)\|\,t^n/n!$ for $t\ge0$. For $n=0$ the sum is empty, and the claim is norm preservation.

For the next order, the flow equation and $C_{k+1}(H)=C_k([H,S])$ give

$$\frac{d}{dt}R_{n+1}(H,t)=R_n([H,S],t),\qquad R_{n+1}(H,0)=0.$$

By the induction hypothesis, applied to $[H,S]$, this derivative has norm at most $\|C_{n+1}(H)\|\,t^n/n!$. Integrating from $0$ to $t$ gives

$$\|R_{n+1}(H,t)\|\le\|C_{n+1}(H)\|\,\frac{t^{n+1}}{(n+1)!}.$$

In the proof, `mono` differentiates $t^{k+1}/(k+1)!$ and `hd` is the derivative of the remainder. The integration is a mean-value inequality, `image_norm_le_of_norm_deriv_right_le_deriv_boundary`. The induction keeps `H` general because the hypothesis is used for a different operator.

```lean
/-- For anti-Hermitian `S` and `t ≥ 0`, the expansion of `exp(-tS) H exp(tS)` with `n` terms
errs by at most the norm of the first omitted term. -/
theorem norm_remainder_le {S : A} (hS : star S = -S) (n : ℕ) : ∀ (H : A) (t : ℝ), 0 ≤ t →
    ‖rotated H (t • S) - ∑ k ∈ range n, (t ^ k / (k.factorial : ℝ)) • nestedComm H S k‖
      ≤ ‖nestedComm H S n‖ * (t ^ n / (n.factorial : ℝ)) := by
  have mono : ∀ (k : ℕ) (u : ℝ), HasDerivAt
      (fun v : ℝ => v ^ (k + 1) / ((k + 1).factorial : ℝ)) (u ^ k / (k.factorial : ℝ)) u := by
    intro k u
    refine ((hasDerivAt_pow (k + 1) u).div_const _).congr_deriv ?_
    have hk : (k.factorial : ℝ) ≠ 0 := by positivity
    have hk' : (k : ℝ) + 1 ≠ 0 := by positivity
    rw [Nat.factorial_succ, Nat.add_sub_cancel]
    push_cast
    field_simp
  induction n with
  | zero =>
    intro H t _
    have h : star (t • S) = -(t • S) := by rw [star_smul, hS, star_trivial, smul_neg]
    simp [nestedComm, norm_rotated H h]
  | succ n ih =>
    intro H t ht
    -- the derivative of a remainder is the previous remainder for `[H, S]`
    have hd : ∀ u : ℝ, HasDerivAt (fun v : ℝ => rotated H (v • S) -
        ∑ k ∈ range (n + 1), (v ^ k / (k.factorial : ℝ)) • nestedComm H S k)
        (rotated (H * S - S * H) (u • S) -
          ∑ k ∈ range n, (u ^ k / (k.factorial : ℝ)) • nestedComm (H * S - S * H) S k) u := by
      intro u
      have hs : HasDerivAt (fun v : ℝ => ∑ k ∈ range n,
          (v ^ (k + 1) / ((k + 1).factorial : ℝ)) • nestedComm H S (k + 1))
          (∑ k ∈ range n, (u ^ k / (k.factorial : ℝ)) • nestedComm (H * S - S * H) S k) u := by
        refine HasDerivAt.fun_sum fun k _ => ?_
        rw [nestedComm_succ']
        exact (mono k u).smul_const _
      simp only [Finset.sum_range_succ', pow_zero]
      exact (hasDerivAt_rotated H S u).fun_sub (hs.add_const _)
    -- integrate the bound on the derivative from `0` to `t`
    refine image_norm_le_of_norm_deriv_right_le_deriv_boundary (a := 0) (b := t)
      (B := fun u => ‖nestedComm H S (n + 1)‖ * (u ^ (n + 1) / ((n + 1).factorial : ℝ)))
      (fun u _ => (hd u).continuousAt.continuousWithinAt)
      (fun u _ => (hd u).hasDerivWithinAt) ?_
      (fun u => (mono n u).const_mul _) ?_ ⟨ht, le_rfl⟩
    · simp [Finset.sum_range_succ', rotated, nestedComm]
    · intro u hu
      rw [nestedComm_succ']
      exact ih _ u hu.1
```

Now set $t=1$ and take $n+1$ terms, which is the truncation after $C_n/n!$. The error is at most $\|C_{n+1}\|/(n+1)!$, and the growth estimate for $C_{n+1}$ gives the stated bound. Adding up the norm bounds of all omitted terms would instead give, for $H\ne0$ and fixed $n$, a total that grows like $\|H\|e^{2\|S\|}$ for large $\|S\|$; the argument from unitarity gives only a power of $\|S\|$.

```lean
/-- For anti-Hermitian `S`, truncating `exp(-S) H exp(S)` after `C_n / n!` leaves an error of
norm at most `‖H‖ (2‖S‖)^(n+1) / (n+1)!`. -/
theorem truncation_error_le (H : A) {S : A} (hS : star S = -S) (n : ℕ) :
    ‖rotated H S - truncation H S n‖
      ≤ ‖H‖ * (2 * ‖S‖) ^ (n + 1) / ((n + 1).factorial : ℝ) := by
  have h := norm_remainder_le hS (n + 1) H 1 zero_le_one
  simp only [one_smul, one_pow] at h
  refine h.trans ?_
  rw [mul_one_div]
  gcongr
  exact norm_nestedComm_le H S (n + 1)
```

## Choosing the order

Put $m=n+1$, and let $\varepsilon$ be the tolerated error. Suppose $m\ge2e^2\|S\|$ and $\|H\|\le\varepsilon e^m$. Since $m^m/m!\le e^m$,

$$\frac{(2\|S\|)^m}{m!}\le e^{-2m}\,\frac{m^m}{m!}\le e^{-m},$$

so the error is at most $\|H\|e^{-m}\le\varepsilon$. The first condition makes the order large enough for the factorial to win over the power; the second sets the accuracy relative to the size of $H$. In the proof, `h1` and `h2` are both the resulting inequality $(2\|S\|)^m/m!\le e^{-m}$, multiplied through by $e^{2m}$ and by $e^m$ respectively; the `calc` chain inside `h1` has the two steps of the display.

```lean
/-- A rule for the commutator order: for anti-Hermitian `S`, if `n + 1 ≥ 2e²‖S‖` and
`‖H‖ ≤ ε e^(n+1)`, then truncation after `C_n / n!` errs by at most `ε`. -/
theorem error_le_of_order (H : A) {S : A} (hS : star S = -S) (n : ℕ) {ε : ℝ}
    (hn : 2 * Real.exp 1 ^ 2 * ‖S‖ ≤ (n + 1 : ℕ))
    (hε : ‖H‖ ≤ ε * Real.exp 1 ^ (n + 1)) :
    ‖rotated H S - truncation H S n‖ ≤ ε := by
  have he : 0 < Real.exp 1 ^ (n + 1) := by positivity
  have hε0 : 0 ≤ ε := nonneg_of_mul_nonneg_left ((norm_nonneg H).trans hε) he
  -- `m^m / m! ≤ e^m` controls the factorial
  have h1 : (2 * Real.exp 1 ^ 2 * ‖S‖) ^ (n + 1) / ((n + 1).factorial : ℝ)
      ≤ Real.exp 1 ^ (n + 1) := by
    calc _ ≤ ((n + 1 : ℕ) : ℝ) ^ (n + 1) / ((n + 1).factorial : ℝ) := by gcongr
      _ ≤ Real.exp ((n + 1 : ℕ) : ℝ) :=
          Real.pow_div_factorial_le_exp _ (Nat.cast_nonneg _) _
      _ = Real.exp 1 ^ (n + 1) := by rw [← Real.exp_nat_mul, mul_one]
  have h2 : Real.exp 1 ^ (n + 1) * ((2 * ‖S‖) ^ (n + 1) / ((n + 1).factorial : ℝ)) ≤ 1 := by
    refine le_of_mul_le_mul_left ?_ he
    calc _ = (2 * Real.exp 1 ^ 2 * ‖S‖) ^ (n + 1) / ((n + 1).factorial : ℝ) := by
          simp only [mul_pow]
          ring
      _ ≤ _ := by rw [mul_one]; exact h1
  calc _ ≤ ‖H‖ * (2 * ‖S‖) ^ (n + 1) / ((n + 1).factorial : ℝ) := truncation_error_le H hS n
    _ = ‖H‖ * ((2 * ‖S‖) ^ (n + 1) / ((n + 1).factorial : ℝ)) := by ring
    _ ≤ ε * Real.exp 1 ^ (n + 1) * ((2 * ‖S‖) ^ (n + 1) / ((n + 1).factorial : ℝ)) := by
        gcongr
    _ ≤ ε := by nlinarith [mul_le_mul_of_nonneg_left h2 hε0]
```

As a numerical instance, take $\|H\|=10$ and $\varepsilon=10^{-3}$ in the same energy unit, and $\|S\|=0.5$. Then $2\|S\|=1$ and the main bound is $10/(n+1)!$. It equals $10/5040\approx2.0\times10^{-3}$ at $n=6$ and $10/40320\approx2.5\times10^{-4}$ at $n=7$, so $n=7$ suffices. The explicit rule asks for $n+1\ge7.39$ and $e^{n+1}\ge10^4$, that is $n+1\ge9.21$, and returns $n=9$. It is simpler to apply but somewhat cautious.

## One qubit nearly attains the bound

To see how much the estimate gives away, consider operators on $\mathbb C^2$ with the operator norm.

```lean
/-- Operators on the state space of one qubit. -/
abbrev QubitOp := EuclideanSpace ℂ (Fin 2) →L[ℂ] EuclideanSpace ℂ (Fin 2)
```

Take the Pauli operator $X=\begin{pmatrix}0&1\\1&0\end{pmatrix}$ as the Hamiltonian.

```lean
/-- The Pauli operator `X`. -/
def pauliX : QubitOp := Matrix.toEuclideanCLM (n := Fin 2) (𝕜 := ℂ) !![0, 1; 1, 0]
```

The generator will be a multiple of $Z=\begin{pmatrix}1&0\\0&-1\end{pmatrix}$.

```lean
/-- The Pauli operator `Z`. -/
def pauliZ : QubitOp := Matrix.toEuclideanCLM (n := Fin 2) (𝕜 := ℂ) !![1, 0; 0, -1]
```

Both matrices are Hermitian and square to the identity, hence are unitary, and $ZX=-XZ$. These relations are checked entry by entry and carried over to the operators.

```lean
/-- `X` and `Z` are unitary, `Z` is Hermitian, and they anticommute. -/
theorem pauli_relations : pauliX ∈ unitary QubitOp ∧ pauliZ ∈ unitary QubitOp ∧
    star pauliZ = pauliZ ∧ pauliZ * pauliX = -(pauliX * pauliZ) := by
  have hX : star pauliX = pauliX := by
    rw [pauliX, ← map_star]
    congr 1
    ext i j
    fin_cases i <;> fin_cases j <;> simp [Matrix.star_apply]
  have hZ : star pauliZ = pauliZ := by
    rw [pauliZ, ← map_star]
    congr 1
    ext i j
    fin_cases i <;> fin_cases j <;> simp [Matrix.star_apply]
  have hXX : pauliX * pauliX = 1 := by
    rw [pauliX, ← map_mul, ← map_one (Matrix.toEuclideanCLM (n := Fin 2) (𝕜 := ℂ))]
    congr 1
    ext i j
    fin_cases i <;> fin_cases j <;> simp [Matrix.mul_apply, Fin.sum_univ_succ]
  have hZZ : pauliZ * pauliZ = 1 := by
    rw [pauliZ, ← map_mul, ← map_one (Matrix.toEuclideanCLM (n := Fin 2) (𝕜 := ℂ))]
    congr 1
    ext i j
    fin_cases i <;> fin_cases j <;> simp [Matrix.mul_apply, Fin.sum_univ_succ]
  refine ⟨⟨by rw [hX, hXX], by rw [hX, hXX]⟩, ⟨by rw [hZ, hZZ], by rw [hZ, hZZ]⟩, hZ, ?_⟩
  have hm : (!![1, 0; 0, -1] * !![0, 1; 1, 0] : Matrix (Fin 2) (Fin 2) ℂ) =
      -(!![0, 1; 1, 0] * !![1, 0; 0, -1]) := by
    ext i j
    fin_cases i <;> fin_cases j <;> simp [Matrix.mul_apply, Fin.sum_univ_succ]
  have h := congrArg (⇑(Matrix.toEuclideanCLM (n := Fin 2) (𝕜 := ℂ))) hm
  rw [map_mul, map_neg, map_mul] at h
  exact h
```

Let $S=i\theta Z$ with $\theta\ge0$, so $\|S\|=\theta$ and $\|X\|=1$. Anticommutation makes the two halves of each commutator add:

$$C_{k+1}=(2i\theta)^k\,i\theta\,(XZ^{k+1}-ZXZ^k)=(2i\theta)^{k+1}XZ^{k+1}.$$

Thus $\|C_k\|=(2\theta)^k$. Let $E_n$ be the error operator after $C_n/n!$. Then $C_{n+1}/(n+1)!=E_n-E_{n+1}$, and the triangle inequality with the main bound for $E_{n+1}$ gives

$$\|E_n\|\ge\frac{(2\theta)^{n+1}}{(n+1)!}-\frac{(2\theta)^{n+2}}{(n+2)!}=\frac{(2\theta)^{n+1}}{(n+1)!}\Big(1-\frac{2\theta}{n+2}\Big).$$

In Lean, `hC` is the formula for the commutators, `hsplit` separates the first omitted term, `hrest` bounds the rest, and `hfac` is the last equality.

```lean
/-- For `H = X` and `S = iθZ` with `θ ≥ 0`, the error after `C_n / n!` is at least
`(2θ)^(n+1) / (n+1)!` times `1 - 2θ/(n+2)`. -/
theorem pauli_error_ge {θ : ℝ} (hθ : 0 ≤ θ) (n : ℕ) :
    (2 * θ) ^ (n + 1) / ((n + 1).factorial : ℝ) * (1 - 2 * θ / (n + 2)) ≤
      ‖rotated pauliX ((θ * Complex.I) • pauliZ) -
        truncation pauliX ((θ * Complex.I) • pauliZ) n‖ := by
  obtain ⟨hX, hZ, hZs, hZX⟩ := pauli_relations
  set S : QubitOp := (θ * Complex.I) • pauliZ with hSdef
  have hS : star S = -S := by
    have h : star ((θ : ℂ) * Complex.I) = -((θ : ℂ) * Complex.I) := by simp
    rw [hSdef, star_smul, hZs, h]
    exact neg_smul ((θ : ℂ) * Complex.I) pauliZ
  have hSn : ‖S‖ = θ := by
    rw [hSdef, norm_smul, CStarRing.norm_of_mem_unitary hZ]
    simp [abs_of_nonneg hθ]
  -- anticommutation makes every nested commutator as large as possible
  have hC : ∀ k, nestedComm pauliX S k =
      (2 * (θ * Complex.I)) ^ k • (pauliX * pauliZ ^ k) := by
    intro k
    induction k with
    | zero => simp [nestedComm]
    | succ k ih =>
      have h1 : pauliX * pauliZ ^ k * pauliZ = pauliX * pauliZ ^ (k + 1) := by
        rw [mul_assoc, ← pow_succ]
      have h2 : pauliZ * (pauliX * pauliZ ^ k) = -(pauliX * pauliZ ^ (k + 1)) := by
        have h3 : pauliX * pauliZ * pauliZ ^ k = pauliX * pauliZ ^ (k + 1) := by
          rw [mul_assoc, ← pow_succ']
        rw [← mul_assoc, hZX]
        exact (neg_mul (pauliX * pauliZ) (pauliZ ^ k)).trans (congrArg (fun x => -x) h3)
      rw [nestedComm, ih, hSdef]
      simp only [smul_mul_assoc, mul_smul_comm, h1, h2]
      module
  have hCn : ‖nestedComm pauliX S (n + 1)‖ = (2 * θ) ^ (n + 1) := by
    rw [hC, norm_smul, CStarRing.norm_of_mem_unitary (mul_mem hX (pow_mem hZ _))]
    simp [abs_of_nonneg hθ]
  -- split off the first omitted term and bound the rest by the main theorem
  have hsplit : ((1 : ℝ) / ((n + 1).factorial : ℝ)) • nestedComm pauliX S (n + 1) =
      (rotated pauliX S - truncation pauliX S n) -
        (rotated pauliX S - truncation pauliX S (n + 1)) := by
    rw [truncation, truncation, Finset.sum_range_succ _ (n + 1)]
    abel
  have hterm := norm_sub_le (rotated pauliX S - truncation pauliX S n)
    (rotated pauliX S - truncation pauliX S (n + 1))
  rw [← hsplit, norm_smul, hCn, Real.norm_of_nonneg (by positivity)] at hterm
  have hrest := truncation_error_le pauliX hS (n + 1)
  rw [hSn, CStarRing.norm_of_mem_unitary hX, one_mul] at hrest
  have hfac : (2 * θ) ^ (n + 1) / ((n + 1).factorial : ℝ) * (1 - 2 * θ / (n + 2)) =
      1 / ((n + 1).factorial : ℝ) * (2 * θ) ^ (n + 1) -
        (2 * θ) ^ (n + 1 + 1) / ((n + 1 + 1).factorial : ℝ) := by
    have h1 : ((n + 1).factorial : ℝ) ≠ 0 := by positivity
    have h2 : (n : ℝ) + 2 ≠ 0 := by positivity
    have h3 : ((n + 1 + 1).factorial : ℝ) = (n + 2) * ((n + 1).factorial : ℝ) := by
      rw [Nat.factorial_succ (n + 1)]
      push_cast
      ring
    rw [h3, pow_succ (2 * θ) (n + 1)]
    field_simp
  linarith

end

end UnitaryCCCommutatorOrder
```

The upper bound for this example is $(2\theta)^{n+1}/(n+1)!$. As $\theta\to0^+$ the ratio of the lower to the upper bound tends to $1$, so no constant smaller than $1$ could multiply the general bound at any fixed order. For $2\theta\ge n+2$ the lower bound is zero or negative and carries no information.

```lean
#print axioms UnitaryCCCommutatorOrder.truncation_error_le
-- 'UnitaryCCCommutatorOrder.truncation_error_le' depends on axioms: [propext, Classical.choice, Quot.sound]
#print axioms UnitaryCCCommutatorOrder.error_le_of_order
-- 'UnitaryCCCommutatorOrder.error_le_of_order' depends on axioms: [propext, Classical.choice, Quot.sound]
#print axioms UnitaryCCCommutatorOrder.pauli_error_ge
-- 'UnitaryCCCommutatorOrder.pauli_error_ge' depends on axioms: [propext, Classical.choice, Quot.sound]
```
